# Recovering a twice continuously differentiable potential on a closed interval from the Legendre–Fenchel transform of its sum with a quadratic term

In a simulation of a system with a free-energy barrier, one can add a harmonic bias, compute the biased free energy as a function of an added linear tilt, Legendre transform the result, and subtract the bias to get the profile back. For a twice continuously differentiable profile of a single variable $x$ on a closed bounded interval, the last two steps return the exact profile up to an additive constant in the limit of many particles, barrier included, if the bias is stiff enough.

Let $N$ particles have a probability density for $x$ proportional to $e^{-Nf(x)}$. With $F_K(x)=f(x)+Kx^2/2$ and a tilt $s$, the simulation supplies, up to a constant independent of $s$,

$$\frac1N\ln\int_a^b e^{N(sx-F_K(x))}\,dx .$$

For $K>0$ the bias and the tilt together are a harmonic restraint centred at $s/K$, minus $s^2/(2K)$, which does not depend on $x$ but must be kept when $s$ varies. As $N\to\infty$ the expression tends to $F_K^*(s)=\sup_{x\in[a,b]}(sx-F_K(x))$. The formal model starts from this supremum; the large-$N$ limit is not proved here. In the Gaussian ensemble, a canonical ensemble with a term quadratic in the energy added to the exponent, $x$ is the energy per particle and $f$ is minus the entropy per particle in units of $k_B$.

```lean
import Mathlib

open Set

namespace GaussianEnsemble

noncomputable section

/-- The Legendre-Fenchel transform of `F` on the interval `[a,b]`: the supremum of
`s x - F x` over `x` in `[a,b]`, for `F` continuous on `[a,b]` and `a ≤ b`. -/
def conjugate (a b : ℝ) (F : ℝ → ℝ) (s : ℝ) : ℝ :=
  sSup ((fun x => s * x - F x) '' Icc a b)

/-- The double Legendre-Fenchel transform at a point `x` of `[a,b]`: the supremum of
`s x - F* s` over all real slopes `s`, for `F` continuous on `[a,b]`. -/
def biconjugate (a b : ℝ) (F : ℝ → ℝ) (x : ℝ) : ℝ :=
  ⨆ s : ℝ, (s * x - conjugate a b F s)

/-- The potential `f` with the quadratic term `K x² / 2` of the Gaussian ensemble added. -/
def gaussian (f : ℝ → ℝ) (K x : ℝ) : ℝ := f x + K * x ^ 2 / 2

/-- The second derivative of `f` within `[a,b]`, one-sided at the end points, for `f` twice
differentiable on `[a,b]` and `a < b`. -/
def curvature (a b : ℝ) (f : ℝ → ℝ) (x : ℝ) : ℝ :=
  derivWithin (derivWithin f (Icc a b)) (Icc a b) x
```

`conjugate` is $F^*$, and `biconjugate` is $F^{**}(x)=\sup_{s\in\mathbb R}(sx-F^*(s))$. The letter $s$ is a slope, not an entropy. `curvature` is the plain second derivative $f''$, one-sided at the end points, not the geometric curvature of the graph.

## Continuity on the closed interval

Physically, `ContinuousOn F (Icc a b)` says that the free energy is finite and has no jumps over the sampled range. By hand, it makes the supremum finite, so that

$$sx-F(x)\le F^*(s),\qquad\text{hence}\qquad F^{**}(x)\le F(x).$$

The proof gets the upper bound from compactness.

```lean
variable {a b x y K : ℝ} {f F F' : ℝ → ℝ}

/-- Fenchel-Young inequality: for `F` continuous on `[a,b]` and `x` in `[a,b]`,
`s x - F x` is at most the transform of `F` at `s`. -/
theorem fenchel_young (hF : ContinuousOn F (Icc a b)) (hx : x ∈ Icc a b) (s : ℝ) :
    s * x - F x ≤ conjugate a b F s := by
  have h : ContinuousOn (fun y => s * y - F y) (Icc a b) :=
    (by fun_prop : ContinuousOn (fun y : ℝ => s * y) (Icc a b)).sub hF
  exact le_csSup (isCompact_Icc.bddAbove_image h) ⟨x, hx, rfl⟩
```

If $F$ is unbounded below on $[a,b]$, the true supremum is $+\infty$, Lean's `sSup` returns 0, and the inequality can fail.

## A supporting line at the point

The hypothesis `hp` says that some tilt $p$ makes $x$ a most probable state: $F(y)\ge F(x)+p(y-x)$ for all $y$ in $[a,b]$. Rearranged, this is $py-F(y)\le px-F(x)$, so $F^*(p)\le px-F(x)$ and

$$F^{**}(x)\ge px-F^*(p)\ge F(x).$$

With the previous bound, $F^{**}(x)=F(x)$. In the proof, `hub` is the upper bound and `hle` the estimate of $F^*(p)$.

```lean
/-- If a continuous `F` on `[a,b]` has a supporting line of slope `p` at a point `x` of
`[a,b]`, then the double transform returns the value `F x`. -/
theorem biconjugate_eq_of_supporting_line (hF : ContinuousOn F (Icc a b))
    (hx : x ∈ Icc a b) (p : ℝ) (hp : ∀ y ∈ Icc a b, F x + p * (y - x) ≤ F y) :
    biconjugate a b F x = F x := by
  have hub : ∀ s : ℝ, s * x - conjugate a b F s ≤ F x := fun s => by
    linarith [fenchel_young hF hx s]
  -- the supporting line evaluates the transform at its own slope
  have hle : conjugate a b F p ≤ p * x - F x := by
    refine csSup_le ⟨_, x, hx, rfl⟩ ?_
    rintro _ ⟨y, hy, rfl⟩
    have := hp y hy
    dsimp only
    linarith
  unfold biconjugate
  refine le_antisymm (ciSup_le hub) ?_
  have hb : BddAbove (range fun s : ℝ => s * x - conjugate a b F s) :=
    ⟨F x, by rintro _ ⟨s, rfl⟩; exact hub s⟩
  have hs : p * x - conjugate a b F p ≤ ⨆ s : ℝ, (s * x - conjugate a b F s) :=
    le_ciSup hb p
  linarith
```

The double well $(x^2-1)^2$ on $[-2,2]$ has no such line at $x=0$. There $F=1$ but $F^{**}=0$: the barrier is lost.

## A nondecreasing slope

A nondecreasing $F'$ means that the tilt needed to hold the system at $x$ never falls as $x$ grows. It supplies the supporting lines. For $y>x$ the mean value theorem gives a $c$ between them with

$$F(y)-F(x)=F'(c)(y-x)\ge F'(x)(y-x).$$

For $y<x$, $F(x)-F(y)=F'(c)(x-y)\le F'(x)(x-y)$, which is the same tangent inequality. The proof splits into these cases, with $x=y$ trivial.

```lean
/-- A function on `[a,b]` whose derivative is nondecreasing lies on or above each of its tangent
lines. -/
theorem tangent_below (hF : ∀ z ∈ Icc a b, HasDerivWithinAt F (F' z) (Icc a b) z)
    (hm : MonotoneOn F' (Icc a b)) (hx : x ∈ Icc a b) (hy : y ∈ Icc a b) :
    F x + F' x * (y - x) ≤ F y := by
  -- mean value theorem on any subinterval
  have mvt : ∀ u ∈ Icc a b, ∀ v ∈ Icc a b, u < v →
      ∃ c ∈ Icc a b, u ≤ c ∧ c ≤ v ∧ F' c * (v - u) = F v - F u := by
    intro u hu v hv huv
    obtain ⟨c, hc, he⟩ := exists_hasDerivAt_eq_slope F F' huv
      (fun z hz => ((hF z ⟨hu.1.trans hz.1, hz.2.trans hv.2⟩).continuousWithinAt).mono
        (Icc_subset_Icc hu.1 hv.2))
      (fun z hz => (hF z ⟨hu.1.trans hz.1.le, hz.2.le.trans hv.2⟩).hasDerivAt
        (Icc_mem_nhds (hu.1.trans_lt hz.1) (hz.2.trans_le hv.2)))
    refine ⟨c, ⟨hu.1.trans hc.1.le, hc.2.le.trans hv.2⟩, hc.1.le, hc.2.le, ?_⟩
    rw [he, div_mul_cancel₀ _ (sub_pos.2 huv).ne']
  rcases lt_trichotomy x y with h | h | h
  · obtain ⟨c, hc, h1, _, he⟩ := mvt x hx y hy h
    have := mul_le_mul_of_nonneg_right (hm hx hc h1) (sub_pos.2 h).le
    linarith
  · subst h
    simp
  · obtain ⟨c, hc, _, h2, he⟩ := mvt y hy x hx h
    have := mul_le_mul_of_nonneg_right (hm hc hx h2) (sub_pos.2 h).le
    linarith
```

In the double well the slope falls around the barrier top, and the tangent at $x=0$ runs above both minima.

## An interval of positive length

The condition $a<b$ means that $x$ can vary at all. It makes derivatives within $[a,b]$ unique, so that by hand and in Lean

$$F_K'=f'+Kx,\qquad F_K''=f''+K.$$

```lean
/-- For `f` twice continuously differentiable on `[a,b]`, the Gaussian term adds `K x` to
the first derivative and `K` to the second. -/
theorem gaussian_derivatives (hab : a < b) (hf : ContDiffOn ℝ 2 f (Icc a b)) (K : ℝ)
    (hx : x ∈ Icc a b) :
    HasDerivWithinAt (gaussian f K) (derivWithin f (Icc a b) x + K * x) (Icc a b) x ∧
    HasDerivWithinAt (fun y => derivWithin f (Icc a b) y + K * y)
      (curvature a b f x + K) (Icc a b) x := by
  have h1 := (hf.differentiableOn (by norm_num) x hx).hasDerivWithinAt
  have h2 := ((hf.derivWithin (m := 1) (uniqueDiffOn_Icc hab)
    (by norm_num)).differentiableOn (by norm_num) x hx).hasDerivWithinAt
  have q : HasDerivAt (fun y : ℝ => K * y ^ 2 / 2) (K * x) x :=
    (((hasDerivAt_pow 2 x).const_mul K).div_const 2).congr_deriv (by
      rw [show (2 : ℕ) - 1 = 1 from rfl]; push_cast; ring)
  have l : HasDerivAt (fun y : ℝ => K * y) K x :=
    ((hasDerivAt_id' x).const_mul K).congr_deriv (mul_one K)
  exact ⟨h1.add q.hasDerivWithinAt, h2.add l.hasDerivWithinAt⟩
```

On a single point the double transform is exact for every $K$, but $f''$ has no meaning there.

## A bias at least as stiff as the barrier

The condition $f''\ge-K$ says that the bias at least cancels the most negative curvature of $f$. The theorem states that it holds throughout $[a,b]$ exactly when $F_K^{**}=F_K$ throughout $[a,b]$, for any real $K$.

If it holds, $F_K''\ge0$, so $F_K'$ is nondecreasing and every tangent is a supporting line.

Conversely, suppose $F_K^{**}=F_K$, and take $\alpha,\beta\ge0$ with $\alpha+\beta=1$. For every $s$,

$$s(\alpha x+\beta y)-F_K^*(s)=\alpha(sx-F_K^*(s))+\beta(sy-F_K^*(s))\le\alpha F_K(x)+\beta F_K(y).$$

The supremum over $s$ gives $F_K(\alpha x+\beta y)\le\alpha F_K(x)+\beta F_K(y)$. So $F_K$ is convex, its slope is nondecreasing, and $f''+K\ge0$. In the proof `hconv` is this convexity and `hm'` the monotone slope.

```lean
/-- For `f` twice continuously differentiable on `[a,b]`, `a < b`, the potential with the
Gaussian term equals its double transform on `[a,b]` exactly when `f'' ≥ -K` there. -/
theorem biconjugate_gaussian_iff (hab : a < b) (hf : ContDiffOn ℝ 2 f (Icc a b)) (K : ℝ) :
    (∀ x ∈ Icc a b, biconjugate a b (gaussian f K) x = gaussian f K x) ↔
      ∀ x ∈ Icc a b, -K ≤ curvature a b f x := by
  have D := fun z (hz : z ∈ Icc a b) => gaussian_derivatives hab hf K hz
  have hu := uniqueDiffOn_Icc hab
  have hc : ContinuousOn (gaussian f K) (Icc a b) :=
    fun z hz => (D z hz).1.continuousWithinAt
  constructor
  · intro h
    -- a supremum of affine functions is convex
    have hconv : ConvexOn ℝ (Icc a b) (gaussian f K) := by
      refine ⟨convex_Icc a b, fun x hx y hy α β hα hβ hαβ => ?_⟩
      rw [← h _ (convex_Icc a b hx hy hα hβ hαβ)]
      unfold biconjugate
      refine ciSup_le fun s => ?_
      have A := mul_le_mul_of_nonneg_left (fenchel_young hc hx s) hα
      have B := mul_le_mul_of_nonneg_left (fenchel_young hc hy s) hβ
      have C : α * conjugate a b (gaussian f K) s + β * conjugate a b (gaussian f K) s
          = conjugate a b (gaussian f K) s := by rw [← add_mul, hαβ, one_mul]
      simp only [smul_eq_mul]
      linarith
    -- so its slope is nondecreasing and its curvature nonnegative
    have hm := hconv.monotoneOn_derivWithin
      (fun z hz => (D z hz).1.differentiableWithinAt)
    have hm' : MonotoneOn (fun y => derivWithin f (Icc a b) y + K * y) (Icc a b) :=
      hm.congr (fun z hz => (D z hz).1.derivWithin (hu z hz))
    intro x hx
    have h0 := hm'.derivWithin_nonneg (x := x)
    rw [(D x hx).2.derivWithin (hu x hx)] at h0
    linarith
  · intro h x hx
    have hm : MonotoneOn (fun y => derivWithin f (Icc a b) y + K * y) (Icc a b) := by
      have E := fun z (hz : z ∈ interior (Icc a b)) =>
        (D z (interior_subset hz)).2.hasDerivAt (mem_interior_iff_mem_nhds.1 hz)
      refine monotoneOn_of_deriv_nonneg (convex_Icc a b)
        (fun z hz => (D z hz).2.continuousWithinAt)
        (fun z hz => (E z hz).differentiableAt.differentiableWithinAt) fun z hz => ?_
      rw [(E z hz).deriv]
      linarith [h z (interior_subset hz)]
    exact biconjugate_eq_of_supporting_line hc hx _
      fun y hy => tangent_below (fun z hz => (D z hz).1) hm hx hy
```

If the bias is too soft, recovery fails at one or more points, though it may still succeed at others.

## Two continuous derivatives

`ContDiffOn ℝ 2 f (Icc a b)` says that the slope and curvature of the profile stay finite and continuous up to the ends of the range. An entropy whose slope diverges at the ground-state energy meets this only on an interval that excludes that energy.

By hand, a continuous $f''$ on a closed bounded interval satisfies $|f''|\le C$, so every $K\ge C$ gives $f''\ge-K$ and

$$f(x)=F_K^{**}(x)-\tfrac12Kx^2 .$$

The proof takes `|C|` as $K_0$, which makes its sign evident, and applies the equivalence.

```lean
/-- For `f` twice continuously differentiable on `[a,b]`, `a < b`, every sufficiently large
`K` makes the double transform exact on `[a,b]`, and subtracting `K x² / 2` returns `f`. -/
theorem gaussian_ensemble_recovers (hab : a < b) (hf : ContDiffOn ℝ 2 f (Icc a b)) :
    ∃ K₀ : ℝ, 0 ≤ K₀ ∧ ∀ K ≥ K₀, ∀ x ∈ Icc a b,
      biconjugate a b (gaussian f K) x = gaussian f K x ∧
      f x = biconjugate a b (gaussian f K) x - K * x ^ 2 / 2 := by
  have hu := uniqueDiffOn_Icc hab
  have hc : ContinuousOn (curvature a b f) (Icc a b) :=
    (hf.derivWithin (m := 1) hu (by norm_num)).continuousOn_derivWithin hu (by norm_num)
  -- the curvature is bounded on the compact interval
  obtain ⟨C, hC⟩ := isCompact_Icc.exists_bound_of_continuousOn hc
  refine ⟨|C|, abs_nonneg C, fun K hK x hx => ?_⟩
  have h := (biconjugate_gaussian_iff hab hf K).2 (fun z hz => by
    have h1 := hC z hz
    rw [Real.norm_eq_abs] at h1
    linarith [neg_abs_le (curvature a b f z), le_abs_self C]) x hx
  refine ⟨h, ?_⟩
  rw [h]
  unfold gaussian
  ring
```

One continuous derivative is not enough. For $f(x)=-|x|^{3/2}$ on $[-1,1]$ and any $K$, $F_K(0)=0$ while $F_K(\pm h)<0$ for small $h>0$, so $F_K$ is not convex and no $K$ recovers $f$ everywhere.

## The double well in numbers

For $f(x)=(x^2-1)^2$ on $[-2,2]$, $f''(x)=12x^2-4$ is lowest at the barrier top, where it is $-4$. Recovery on the whole interval therefore holds exactly when $K\ge4$.

- With $K=2$, $F_K=x^4-x^2+1$ has its minima, of height $3/4$, at $x=\pm1/\sqrt2$. Hence $F_K^{**}(0)=3/4$, and the barrier comes out as $3/4$ instead of 1.
- With $K=4$, $F_K=x^4+1$. At $x=1/2$ the slope is $1/2$, so $F_K^*(1/2)=1/4-17/16=-13/16$ and $F_K^{**}(1/2)=1/4+13/16=17/16$. Subtracting $Kx^2/2=1/2$ leaves $9/16=f(1/2)$.

In the proof, `d1` and `d2` compute the derivatives. Evaluating at $x=0$ gives $K\ge4$, and $x^2\ge0$ gives the converse.

```lean
/-- For the double well `(x² - 1)²` on `[-2,2]`, the double transform with the Gaussian
term is exact on the whole interval if and only if `K ≥ 4`. -/
theorem double_well_threshold (K : ℝ) :
    (∀ x ∈ Icc (-2 : ℝ) 2, biconjugate (-2) 2 (gaussian (fun y => (y ^ 2 - 1) ^ 2) K) x
      = gaussian (fun y => (y ^ 2 - 1) ^ 2) K x) ↔ 4 ≤ K := by
  have hab : (-2 : ℝ) < 2 := by norm_num
  have hu := uniqueDiffOn_Icc hab
  have d1 : ∀ x ∈ Icc (-2 : ℝ) 2,
      derivWithin (fun y : ℝ => (y ^ 2 - 1) ^ 2) (Icc (-2) 2) x = 4 * x ^ 3 - 4 * x := by
    intro x hx
    have h : HasDerivAt (fun y : ℝ => (y ^ 2 - 1) ^ 2) (4 * x ^ 3 - 4 * x) x :=
      (((hasDerivAt_pow 2 x).sub_const 1).fun_pow 2).congr_deriv (by
        rw [show (2 : ℕ) - 1 = 1 from rfl]; push_cast; ring)
    exact h.hasDerivWithinAt.derivWithin (hu x hx)
  have d2 : ∀ x ∈ Icc (-2 : ℝ) 2,
      curvature (-2) 2 (fun y : ℝ => (y ^ 2 - 1) ^ 2) x = 12 * x ^ 2 - 4 := by
    intro x hx
    have h : HasDerivAt (fun y : ℝ => 4 * y ^ 3 - 4 * y) (12 * x ^ 2 - 4) x :=
      (((hasDerivAt_pow 3 x).const_mul 4).fun_sub
        ((hasDerivAt_id' x).const_mul 4)).congr_deriv (by
          rw [show (3 : ℕ) - 1 = 2 from rfl]; push_cast; ring)
    unfold curvature
    rw [derivWithin_congr d1 (d1 x hx)]
    exact h.hasDerivWithinAt.derivWithin (hu x hx)
  have hf : ContDiff ℝ 2 (fun y : ℝ => (y ^ 2 - 1) ^ 2) := by fun_prop
  rw [biconjugate_gaussian_iff hab hf.contDiffOn K]
  constructor
  · intro h
    -- the curvature is lowest at the top of the barrier
    have h0 : (0 : ℝ) ∈ Icc (-2 : ℝ) 2 := by constructor <;> norm_num
    have h1 := h 0 h0
    rw [d2 0 h0] at h1
    linarith
  · intro hK x hx
    rw [d2 x hx]
    nlinarith [sq_nonneg x]

end

end GaussianEnsemble
```

```lean
#print axioms GaussianEnsemble.biconjugate_gaussian_iff
#print axioms GaussianEnsemble.gaussian_ensemble_recovers
#print axioms GaussianEnsemble.double_well_threshold
```

```
'GaussianEnsemble.biconjugate_gaussian_iff' depends on axioms: [propext, Classical.choice, Quot.sound]
'GaussianEnsemble.gaussian_ensemble_recovers' depends on axioms: [propext, Classical.choice, Quot.sound]
'GaussianEnsemble.double_well_threshold' depends on axioms: [propext, Classical.choice, Quot.sound]
```
